# A single mass defect in an infinite monatomic harmonic chain traps a vibration exactly when it is light

In an infinite chain of masses m and springs K, replace one atom by an atom of mass 2m/3: the displacements …, 1/4, −1/2, 1, −1/2, 1/4, … then oscillate together with ω² = 9K/(2m). The light atom feels the force −3K = −(2m/3)ω², and each neighbour, displaced by −1/2, feels 9K/4 = −mω²(−1/2).

In Lean 4 with Mathlib:

```lean
import Mathlib

open Filter Topology

namespace LightMassDefect

noncomputable section

/-- The masses of the chain: `m'` at site 0 and `m` at every other site. -/
def siteMass (m m' : ℝ) (n : ℤ) : ℝ := if n = 0 then m' else m

/-- The force on atom `n` from the two springs of stiffness `K` that join it to its neighbours,
for displacements `u`. -/
def springForce (K : ℝ) (u : ℤ → ℝ) (n : ℤ) : ℝ :=
  K * (u (n + 1) - u n) - K * (u n - u (n - 1))

/-- The pattern `u` is a solution of the normal-mode equations at angular frequency `ω`:
at each site, minus mass times `ω²` times displacement equals the spring force. -/
def IsNormalMode (K m m' ω : ℝ) (u : ℤ → ℝ) : Prop :=
  ∀ n, -(siteMass m m' n * ω ^ 2 * u n) = springForce K u n

/-- The number `s = m' / (2m - m')`, for `m' ≠ 2m`. Going outwards from the defect, the pattern
`localizedMode` is multiplied by `-s` at each step. -/
def decayRatio (m m' : ℝ) : ℝ := m' / (2 * m - m')

/-- The pattern `(-s)^|n|` centred on the defect, for `m' ≠ 2m`. -/
def localizedMode (m m' : ℝ) (n : ℤ) : ℝ := (-decayRatio m m') ^ n.natAbs

/-- If `u` solves the normal-mode equations, the motion `u n * cos (ω t)` obeys Newton's equation:
the rate of change of each atom's momentum is the spring force on it. -/
theorem normalMode_newton {K m m' ω : ℝ} {u : ℤ → ℝ} (hu : IsNormalMode K m m' ω u)
    (n : ℤ) (t : ℝ) :
    HasDerivAt (fun τ => u n * Real.cos (ω * τ)) (-(ω * u n) * Real.sin (ω * t)) t ∧
    HasDerivAt (fun τ => siteMass m m' n * (-(ω * u n) * Real.sin (ω * τ)))
      (springForce K (fun k => u k * Real.cos (ω * t)) n) t := by
  have h : HasDerivAt (fun τ : ℝ => ω * τ) ω t := by
    simpa using (hasDerivAt_id t).const_mul ω
  refine ⟨(h.cos.const_mul (u n)).congr_deriv (by ring),
    ((h.sin.const_mul (-(ω * u n))).const_mul (siteMass m m' n)).congr_deriv ?_⟩
  have e := hu n
  simp only [springForce] at e ⊢
  linear_combination Real.cos (ω * t) * e

/-- For `K > 0` and a lighter mass `0 < m' < m` at site 0, the pattern `(-s)^|n|` is a
square-summable normal mode with `ω² = 4Km / (m'(2m - m'))`, and `ω²` exceeds `4K/m`. -/
theorem light_defect_mode {K m m' ω : ℝ} (hK : 0 < K) (hm' : 0 < m') (hlt : m' < m)
    (hω : ω ^ 2 = 4 * K * m / (m' * (2 * m - m'))) :
    IsNormalMode K m m' ω (localizedMode m m') ∧
    Summable (fun n => localizedMode m m' n ^ 2) ∧ 4 * K / m < ω ^ 2 := by
  have hm : 0 < m := hm'.trans hlt
  have hD : 0 < 2 * m - m' := by linarith
  obtain ⟨q, hqd⟩ : ∃ q, q = -decayRatio m m' := ⟨_, rfl⟩
  have hq : q * (2 * m - m') = -m' := by
    rw [hqd, decayRatio, neg_mul, div_mul_cancel₀ _ hD.ne']
  have hW : ω ^ 2 * (m' * (2 * m - m')) = 4 * K * m := by
    rw [hω, div_mul_cancel₀ _ (mul_pos hm' hD).ne']
  have hp : ∀ k : ℕ, localizedMode m m' (k : ℤ) = q ^ k := fun k => by
    rw [localizedMode, Int.natAbs_natCast, hqd]
  have hn : ∀ k : ℕ, localizedMode m m' (-(k : ℤ)) = q ^ k := fun k => by
    rw [localizedMode, Int.natAbs_neg, Int.natAbs_natCast, hqd]
  refine ⟨?_, ?_, ?_⟩
  · -- the equations at the defect and in the bulk
    have e0 : -(m' * ω ^ 2) = 2 * K * (q - 1) :=
      mul_left_cancel₀ hD.ne' (by linear_combination -hW - 2 * K * hq)
    have e1 : -(m * ω ^ 2 * q) = K * (q - 1) ^ 2 :=
      mul_left_cancel₀ (pow_ne_zero 2 hD.ne') (by
        linear_combination (-m * ω ^ 2 * (2 * m - m')) * hq + m * hW
          - K * ((2 * m - m') * q - (2 * m - m') - 2 * m) * hq)
    intro n
    rcases lt_trichotomy n 0 with h | h | h
    · obtain ⟨k, rfl⟩ : ∃ k : ℕ, n = -((k + 1 : ℕ) : ℤ) := ⟨(-n - 1).toNat, by omega⟩
      rw [springForce, siteMass, if_neg h.ne,
        show -((k + 1 : ℕ) : ℤ) + 1 = -(k : ℤ) by omega,
        show -((k + 1 : ℕ) : ℤ) - 1 = -((k + 2 : ℕ) : ℤ) by omega, hn k, hn (k + 1), hn (k + 2)]
      linear_combination q ^ k * e1
    · subst h
      have a0 : localizedMode m m' 0 = 1 := by simp [localizedMode]
      have a1 : localizedMode m m' 1 = q := by simp [localizedMode, hqd]
      have a2 : localizedMode m m' (-1) = q := by simp [localizedMode, hqd]
      rw [springForce, siteMass, if_pos rfl, zero_add, zero_sub, a0, a1, a2]
      linear_combination e0
    · obtain ⟨k, rfl⟩ : ∃ k : ℕ, n = ((k + 1 : ℕ) : ℤ) := ⟨(n - 1).toNat, by omega⟩
      rw [springForce, siteMass, if_neg h.ne',
        show ((k + 1 : ℕ) : ℤ) + 1 = ((k + 2 : ℕ) : ℤ) by omega,
        show ((k + 1 : ℕ) : ℤ) - 1 = (k : ℤ) by omega, hp k, hp (k + 1), hp (k + 2)]
      linear_combination q ^ k * e1
  · -- two geometric series
    have s0 : 0 < decayRatio m m' := div_pos hm' hD
    have s1 : decayRatio m m' < 1 := (div_lt_one hD).mpr (by linarith)
    have hq2 : q ^ 2 < 1 := by rw [hqd, neg_sq]; nlinarith
    have hg : Summable (fun k : ℕ => (q ^ k) ^ 2) :=
      (summable_geometric_of_lt_one (sq_nonneg q) hq2).congr (fun k => by ring)
    refine Summable.of_nat_of_neg ?_ ?_
    · simpa only [hp] using hg
    · simpa only [hn] using hg
  · rw [hω, div_lt_div_iff₀ hm (mul_pos hm' hD)]
    nlinarith [mul_pos hK (pow_pos (sub_pos.mpr hlt) 2)]

/-- A square-summable solution of the bulk recurrence on a half-chain has
`v₁² - c v₀ v₁ + v₀² = 0`. -/
theorem half_chain_invariant {c : ℝ} {v : ℕ → ℝ} (hv : ∀ n, v (n + 2) = c * v (n + 1) - v n)
    (hs : Summable (fun n => v n ^ 2)) : v 1 ^ 2 - c * v 0 * v 1 + v 0 ^ 2 = 0 := by
  -- the quadratic form is the same at every bond
  have hQ : ∀ n, v (n + 1) ^ 2 - c * v n * v (n + 1) + v n ^ 2
      = v 1 ^ 2 - c * v 0 * v 1 + v 0 ^ 2 := by
    intro n
    induction n with
    | zero => simp
    | succ n ih =>
      have h : v (n + 1 + 1) = c * v (n + 1) - v n := hv n
      linear_combination ih + (v (n + 1 + 1) - v n) * h
  -- and it tends to zero far away
  have ht : Tendsto v atTop (𝓝 0) := by
    have h := hs.tendsto_atTop_zero.sqrt
    simp only [Real.sqrt_sq_eq_abs, Real.sqrt_zero] at h
    exact (tendsto_zero_iff_abs_tendsto_zero v).mpr h
  have ht1 : Tendsto (fun n => v (n + 1)) atTop (𝓝 0) := ht.comp (tendsto_add_atTop_nat 1)
  have hl := ((ht1.pow 2).sub ((ht.const_mul c).mul ht1)).add (ht.pow 2)
  have e := tendsto_nhds_unique tendsto_const_nhds (hl.congr hQ)
  linear_combination e

/-- A square-summable solution of the bulk recurrence on a half-chain with nonzero end amplitude
is geometric, with a ratio `x` that satisfies `|x| < 1` and `x² - c x + 1 = 0`. -/
theorem half_chain_geometric {c : ℝ} {v : ℕ → ℝ} (hv : ∀ n, v (n + 2) = c * v (n + 1) - v n)
    (hs : Summable (fun n => v n ^ 2)) (h0 : v 0 ≠ 0) :
    ∃ x : ℝ, |x| < 1 ∧ x ^ 2 - c * x + 1 = 0 ∧ ∀ n, v n = v 0 * x ^ n := by
  obtain ⟨x, hx⟩ : ∃ x, v 1 = v 0 * x := ⟨v 1 / v 0, (mul_div_cancel₀ (v 1) h0).symm⟩
  have hq : x ^ 2 - c * x + 1 = 0 := by
    have h := half_chain_invariant hv hs
    rw [hx] at h
    exact (mul_eq_zero.mp (show v 0 ^ 2 * (x ^ 2 - c * x + 1) = 0 by
      linear_combination h)).resolve_left (pow_ne_zero 2 h0)
  have hg : ∀ n, v n = v 0 * x ^ n ∧ v (n + 1) = v 0 * x ^ (n + 1) := by
    intro n
    induction n with
    | zero => exact ⟨by simp, by simpa using hx⟩
    | succ n ih =>
      have h : v (n + 1 + 1) = c * v (n + 1) - v n := hv n
      refine ⟨ih.2, ?_⟩
      linear_combination h + c * ih.2 - ih.1 - v 0 * x ^ n * hq
  refine ⟨x, ?_, hq, fun n => (hg n).1⟩
  by_contra hx1
  have h1 : 1 ≤ x ^ 2 := by nlinarith [sq_abs x, not_lt.mp hx1]
  have h2 : v 0 ^ 2 ≤ 0 := ge_of_tendsto' hs.tendsto_atTop_zero (fun n => by
    have e : v n ^ 2 = v 0 ^ 2 * (x ^ 2) ^ n := by rw [(hg n).1]; ring
    have h3 : 1 ≤ (x ^ 2) ^ n := one_le_pow₀ h1
    rw [e]
    nlinarith [mul_nonneg (sq_nonneg (v 0)) (sub_nonneg.mpr h3)])
  exact absurd h2 (not_le_of_gt (by positivity))

/-- A square-summable solution of the bulk recurrence on a half-chain whose end atom is at rest
vanishes everywhere. -/
theorem half_chain_zero {c : ℝ} {v : ℕ → ℝ} (hv : ∀ n, v (n + 2) = c * v (n + 1) - v n)
    (hs : Summable (fun n => v n ^ 2)) (h0 : v 0 = 0) (n : ℕ) : v n = 0 := by
  have h1 : v 1 = 0 := by
    have h := half_chain_invariant hv hs
    rw [h0] at h
    exact pow_eq_zero_iff two_ne_zero |>.mp (by linear_combination h)
  have h : v n = 0 ∧ v (n + 1) = 0 := by
    induction n with
    | zero => exact ⟨h0, by simpa using h1⟩
    | succ n ih =>
      have h : v (n + 1 + 1) = c * v (n + 1) - v n := hv n
      exact ⟨ih.2, by rw [h, ih.1, ih.2]; ring⟩
  exact h.1

/-- For positive `K`, `m` and `m'`, a nonzero square-summable normal mode forces `m' < m`, has
`ω² = 4Km / (m'(2m - m'))`, and is a multiple of the pattern `(-s)^|n|`. -/
theorem localized_mode_unique {K m m' ω : ℝ} {u : ℤ → ℝ} (hK : 0 < K) (hm : 0 < m)
    (hm' : 0 < m') (hu : IsNormalMode K m m' ω u) (hs : Summable (fun n => u n ^ 2))
    (hne : u ≠ 0) :
    m' < m ∧ ω ^ 2 = 4 * K * m / (m' * (2 * m - m')) ∧
    ∀ n, u n = u 0 * localizedMode m m' n := by
  obtain ⟨c, hc⟩ : ∃ c, K * c = 2 * K - m * ω ^ 2 :=
    ⟨(2 * K - m * ω ^ 2) / K, mul_div_cancel₀ _ hK.ne'⟩
  have hrec : ∀ n : ℤ, n ≠ 0 → u (n + 1) = c * u n - u (n - 1) := fun n h => by
    have e := hu n
    rw [springForce, siteMass, if_neg h] at e
    exact mul_left_cancel₀ hK.ne' (by linear_combination -e - u n * hc)
  -- the right and left half-chains
  have hr : ∀ n : ℕ, u ((n + 2 : ℕ) : ℤ) = c * u ((n + 1 : ℕ) : ℤ) - u (n : ℤ) := fun n => by
    have h := hrec ((n + 1 : ℕ) : ℤ) (by omega)
    rwa [show ((n + 1 : ℕ) : ℤ) + 1 = ((n + 2 : ℕ) : ℤ) by omega,
      show ((n + 1 : ℕ) : ℤ) - 1 = (n : ℤ) by omega] at h
  have hl : ∀ n : ℕ, u (-((n + 2 : ℕ) : ℤ)) = c * u (-((n + 1 : ℕ) : ℤ)) - u (-(n : ℤ)) :=
    fun n => by
    have h := hrec (-((n + 1 : ℕ) : ℤ)) (by omega)
    rw [show -((n + 1 : ℕ) : ℤ) + 1 = -(n : ℤ) by omega,
      show -((n + 1 : ℕ) : ℤ) - 1 = -((n + 2 : ℕ) : ℤ) by omega] at h
    linarith
  have ir : Function.Injective (fun n : ℕ => (n : ℤ)) := fun a b h => by
    dsimp only at h; omega
  have il : Function.Injective (fun n : ℕ => -(n : ℤ)) := fun a b h => by
    dsimp only at h; omega
  have sr : Summable (fun n : ℕ => u (n : ℤ) ^ 2) := hs.comp_injective ir
  have sl : Summable (fun n : ℕ => u (-(n : ℤ)) ^ 2) := hs.comp_injective il
  have h0 : u 0 ≠ 0 := by
    intro h0
    apply hne
    funext n
    obtain ⟨k, rfl | rfl⟩ := n.eq_nat_or_neg
    · exact half_chain_zero (v := fun n : ℕ => u (n : ℤ)) hr sr (by simpa using h0) k
    · exact half_chain_zero (v := fun n : ℕ => u (-(n : ℤ))) hl sl (by simpa using h0) k
  obtain ⟨x, hx, hxq, hxu⟩ : ∃ x : ℝ, |x| < 1 ∧ x ^ 2 - c * x + 1 = 0 ∧
      ∀ n : ℕ, u (n : ℤ) = u 0 * x ^ n :=
    half_chain_geometric (v := fun n : ℕ => u (n : ℤ)) hr sr h0
  obtain ⟨y, hy, hyq, hyu⟩ : ∃ y : ℝ, |y| < 1 ∧ y ^ 2 - c * y + 1 = 0 ∧
      ∀ n : ℕ, u (-(n : ℤ)) = u 0 * y ^ n :=
    half_chain_geometric (v := fun n : ℕ => u (-(n : ℤ))) hl sl h0
  rw [abs_lt] at hx hy
  -- the equation of the defect atom
  have hxy : K * (x + y) = 2 * K - m' * ω ^ 2 := by
    have h1 : u 1 = u 0 * x := by simpa using hxu 1
    have h2 : u (-1) = u 0 * y := by simpa using hyu 1
    have hd := hu 0
    rw [springForce, siteMass, if_pos rfl, zero_add, zero_sub, h1, h2] at hd
    exact mul_left_cancel₀ h0 (by linear_combination -hd)
  -- both sides decay with the same ratio, since distinct roots have product one
  have hxe : x = y := by
    have h : (x - y) * (x + y - c) = 0 := by linear_combination hxq - hyq
    rcases mul_eq_zero.mp h with h | h
    · linarith
    · have hp : x * y = 1 := by linear_combination x * h - hxq
      have hx2 : x ^ 2 < 1 := by nlinarith [hx.1, hx.2]
      have hy2 : y ^ 2 < 1 := by nlinarith [hy.1, hy.2]
      nlinarith [sq_nonneg (x - y)]
  rw [← hxe] at hxy hyu
  have hlin : m' + (2 * m - m') * x = 0 := by
    have h : (K * (1 - x)) * (m' + (2 * m - m') * x) = 0 := by
      linear_combination m' * K * hxq + m' * x * hc - m * x * hxy
    exact (mul_eq_zero.mp h).resolve_left (mul_pos hK (by linarith [hx.2])).ne'
  have hlt : m' < m := by
    by_contra h
    nlinarith [mul_nonneg (sub_nonneg.mpr (not_lt.mp h)) (show 0 ≤ 1 - x by linarith [hx.2]),
      mul_pos hm (show 0 < 1 + x by linarith [hx.1])]
  have hD : 0 < 2 * m - m' := by linarith
  have hxs : x = -decayRatio m m' := by
    rw [decayRatio, ← neg_div, eq_div_iff hD.ne']
    linear_combination hlin
  refine ⟨hlt, ?_, fun n => ?_⟩
  · rw [eq_div_iff (mul_pos hm' hD).ne']
    linear_combination (2 * m - m') * hxy - 2 * K * hlin
  · obtain ⟨k, rfl | rfl⟩ := n.eq_nat_or_neg
    · rw [localizedMode, Int.natAbs_natCast, ← hxs]
      exact hxu k
    · rw [localizedMode, Int.natAbs_neg, Int.natAbs_natCast, ← hxs]
      exact hyu k

/-- For positive `K`, `m` and `m'`, the chain has a nonzero square-summable normal mode exactly
when the mass at site 0 is lighter than the others. -/
theorem localized_mode_iff_light {K m m' : ℝ} (hK : 0 < K) (hm : 0 < m) (hm' : 0 < m') :
    (∃ (ω : ℝ) (u : ℤ → ℝ), IsNormalMode K m m' ω u ∧ Summable (fun n => u n ^ 2) ∧ u ≠ 0)
      ↔ m' < m := by
  constructor
  · rintro ⟨ω, u, hu, hs, hne⟩
    exact (localized_mode_unique hK hm hm' hu hs hne).1
  · intro hlt
    have hD : 0 < 2 * m - m' := by linarith
    have hW : 0 ≤ 4 * K * m / (m' * (2 * m - m')) := by positivity
    obtain ⟨h1, h2, -⟩ := light_defect_mode hK hm' hlt (Real.sq_sqrt hW)
    refine ⟨_, _, h1, h2, fun h => ?_⟩
    have h3 := congrFun h 0
    simp [localizedMode] at h3

end

end LightMassDefect
```

```lean
#print axioms LightMassDefect.normalMode_newton
#print axioms LightMassDefect.localized_mode_iff_light
```

```
'LightMassDefect.normalMode_newton' depends on axioms: [propext, Classical.choice, Quot.sound]
'LightMassDefect.localized_mode_iff_light' depends on axioms: [propext, Classical.choice, Quot.sound]
```

## Which defects trap a vibration, and at what frequency

Let the atom at site 0 have mass m' and all others mass m. `light_defect_mode` says that for K > 0 and 0 < m' < m the pattern

u_n = (−s)^|n|, s = m'/(2m − m')

is a square-summable normal mode whenever

ω² = 4Km/(m'(2m − m')),

and that this ω² exceeds 4K/m.

`localized_mode_unique` is the converse. For positive K, m and m', any nonzero square-summable normal mode forces m' < m, has this ω², and is u_0 times this pattern. `localized_mode_iff_light` combines the two: such a mode exists if and only if m' < m.

## The chain as a function on the integers

A displacement pattern is a function `u : ℤ → ℝ`, so the chain has no ends. `siteMass` places m' at site 0, and `springForce` adds the pulls of the two neighbouring springs. `IsNormalMode` requires at every site

−m_n ω² u_n = K(u_{n+1} − u_n) − K(u_n − u_{n−1}),

where m_n is the mass at site n. `normalMode_newton` ties this to dynamics: for the motion u_n cos(ωt), the first derivative gives the velocity, and the rate of change of momentum is the spring force.

`Summable (fun n => u n ^ 2)` expresses localization and excludes plane waves. The threshold 4K/m is the top of the perfect chain's band in the textbook dispersion relation; the theorem itself compares only the two numbers.

The u_n are displacements, not the mass-weighted eigenvectors √m_n u_n of a dynamical matrix. `localizedMode` has amplitude 1 at the defect; the pattern with Σ u_n² = 1 is √((1 − s²)/(1 + s²)) (−s)^|n|. In the opening example this gives u_0² = 3/5 for the light atom, while its share of Σ m_n u_n², and so of the kinetic energy, is 1/2.

All springs keep the stiffness K. This suits an isotope, since in the Born–Oppenheimer approximation the force constants don't depend on nuclear mass. Applying the result to a chemical impurity takes the further step of neglecting its changed bonds. Within this harmonic, one-dimensional, nearest-neighbour model, quantization turns the mode into an oscillator with quanta ħω, taking ω > 0, localized around the light atom.

## Why the light atom has this mode

Write q = −s, as the code does; q is an amplitude ratio here, not a wavenumber. Then q − 1 = −2m/(2m − m'). The defect equation is

−m'ω² = 2K(q − 1) = −4Km/(2m − m'),

which holds for the stated ω². At distance k + 1 from the defect, on either side, the equation is q^k times

−mω²q = K(q − 1)²,

and both sides equal 4Km²/(2m − m')². In the proof these are `e0` and `e1`; the split by `lt_trichotomy` applies them at the defect and on its two sides.

Since m' < m gives 0 < s < 1, the squares form two convergent geometric series. Finally,

ω² − 4K/m = 4K(m − m')²/(m m'(2m − m')) > 0.

## Why there is no other localized mode

Away from the defect, set c = 2 − mω²/K; this c is a coefficient, not a sound speed. The mode equation becomes u_{n+1} = c u_n − u_{n−1} for n ≠ 0. Reading outwards from site 0, with v_n = u_n on the right or v_n = u_{−n} on the left, gives for n ≥ 0

v_{n+2} = c v_{n+1} − v_n.

Define Q_n = v_{n+1}² − c v_n v_{n+1} + v_n². Then

Q_{n+1} − Q_n = (v_{n+2} − v_n)(v_{n+2} − c v_{n+1} + v_n) = 0.

Square-summability forces v_n → 0, so the constant Q_n is zero. This is `half_chain_invariant`.

If v_0 = 0, then Q_0 = 0 gives v_1 = 0, and the recurrence makes the whole half-chain vanish (`half_chain_zero`). A nonzero mode therefore has u_0 ≠ 0. In that case x = v_1/v_0 satisfies x² − cx + 1 = 0, and induction gives v_n = v_0 x^n. If |x| ≥ 1, the squares would never fall below v_0² > 0, so |x| < 1 (`half_chain_geometric`).

Let x and y be the ratios on the right and left. Subtracting their quadratic equations gives

(x − y)(x + y − c) = 0.

If x + y = c, the equation for x becomes xy = 1, which is impossible with |x|, |y| < 1. Hence x = y. The defect and bulk equations now read

m'ω² = 2K(1 − x), mω²x = −K(1 − x)².

Multiply the second by m', insert the first, and divide by K(1 − x) > 0:

m' + (2m − m')x = 0.

This is `hlin` in the code. It also gives (m − m')(1 − x) = m(1 + x) > 0, so m' < m. Therefore 2m − m' > 0, x = −s, and the defect equation returns the stated ω². The `linear_combination` calls check these eliminations as polynomial identities, with the equations used as weighted terms.

For the equivalence, the existence direction takes ω to be the square root of the stated value; the pattern is nonzero because its amplitude at site 0 is 1.

## Uniqueness of limits as a conservation argument

The step from "Q_n is constant and the amplitudes fade" to "Q_n is zero" turns on this line of `half_chain_invariant`:

`tendsto_nhds_unique tendsto_const_nhds (hl.congr hQ)`

Here `hl` says that Q_n tends to the value of the quadratic form at zero amplitudes, and `hQ` says that every Q_n equals Q_0. The `congr` step replaces the sequence Q_n by the constant sequence Q_0 while keeping the limit. A constant sequence also tends to its own value, and `tendsto_nhds_unique` says that a sequence of reals has at most one limit, so the two values agree. No formula for v_n is needed, nor any case distinction on whether the roots of r² − cr + 1 are real, equal or complex.
